# Coulson's theorem: s coefficients fix the angle between orthonormal s–p hybrids

Mix one s and one p orbital into two normalised hybrids, each with s coefficient 1/√2. Their s parts contribute 1/2 to the overlap. Orthogonality requires the p parts to contribute −1/2, so the p parts point in opposite directions and the hybrids stand at 180°. With more p orbitals, the same cancellation fixes the other hybrid angles.

In general, take one s orbital φ and n real p orbitals p₁, …, pₙ of a single shell on the same centre, all orthonormal, and write hybrid i as

h_i = s_i φ + Σ_k (v_i)_k p_k,  i = 0, …, n.

Here s_i is real and v_i is a vector in real n-space. A nonzero v_i gives the direction of the p part of hybrid i, and θ_ij is the angle between v_i and v_j. The values n = 1, 2, 3 give the sp, sp² and sp³ families; a p shell has only three orbitals, so larger n is algebra only.

```lean
import Mathlib

open Matrix InnerProductGeometry

namespace CoulsonHybrids

noncomputable section

variable {n : ℕ}
```

## Orthonormal hybrids

Because the underlying orbitals are orthonormal, the overlap of two hybrids is s_i s_j + ⟨v_i, v_j⟩. `IsHybridSet` says that this is 1 for i = j and 0 otherwise.

```lean
/-- The hybrids with s coefficients `s i` and p vectors `v i`, built from one s orbital and
`n` p orbitals, are orthonormal. -/
def IsHybridSet (s : Fin (n + 1) → ℝ) (v : Fin (n + 1) → EuclideanSpace ℝ (Fin n)) : Prop :=
  ∀ i j, s i * s j + inner ℝ (v i) (v j) = if i = j then 1 else 0
```

The angle formulas below assume this condition. Without orthogonality they can fail: two copies of (φ + p₁)/√2 are normalised and enclose 0°, while the formula would give cosine −1.

## As many hybrids as orbitals

The index type `Fin (n + 1)` makes the set complete: n + 1 hybrids from n + 1 orbitals. The coefficient matrix M, with rows (s_i, v_i), is therefore square. The mixing ratio defined alongside it is used further down.

```lean
/-- The coefficient matrix: row `i` lists the s coefficient and then the p coefficients of
hybrid `i`. -/
def hybridMatrix (s : Fin (n + 1) → ℝ) (v : Fin (n + 1) → EuclideanSpace ℝ (Fin n)) :
    Matrix (Fin (n + 1)) (Fin (n + 1)) ℝ :=
  Matrix.of fun i => Matrix.vecCons (s i) (v i).ofLp

/-- The ratio of p amplitude to s amplitude in a hybrid with s coefficient `a` and p vector `w`,
for `a ≠ 0`. -/
def mixingRatio (a : ℝ) (w : EuclideanSpace ℝ (Fin n)) : ℝ := ‖w‖ / a
```

The entries of M Mᵀ are the overlaps, so orthonormality is M Mᵀ = 1.

```lean
/-- Hybrids are orthonormal exactly when their coefficient matrix times its transpose is the
identity. -/
theorem isHybridSet_iff (s : Fin (n + 1) → ℝ) (v : Fin (n + 1) → EuclideanSpace ℝ (Fin n)) :
    IsHybridSet s v ↔ hybridMatrix s v * (hybridMatrix s v)ᵀ = 1 := by
  -- the entries of the product are the overlaps of the hybrids
  have key : ∀ i j, (hybridMatrix s v * (hybridMatrix s v)ᵀ) i j
      = s i * s j + inner ℝ (v i) (v j) := by
    intro i j
    simp [hybridMatrix, Matrix.mul_apply, Fin.sum_univ_succ, PiLp.inner_apply, mul_comm]
  constructor
  · intro h
    ext i j
    rw [key, h i j, Matrix.one_apply]
  · intro h i j
    rw [← key, h, Matrix.one_apply]
```

For a square matrix this implies Mᵀ M = 1, whose s–s entry reads

Σ_i s_i² = 1.

The square s_i² is called the s character of hybrid i. The proof makes the same swap with `mul_eq_one_comm` and reads off entry (0, 0).

```lean
/-- The s characters of a full set of orthonormal hybrids sum to one. -/
theorem sum_s_character {s : Fin (n + 1) → ℝ} {v : Fin (n + 1) → EuclideanSpace ℝ (Fin n)}
    (h : IsHybridSet s v) : ∑ i, s i ^ 2 = 1 := by
  -- a square matrix with orthonormal rows has orthonormal columns
  have h' : (hybridMatrix s v)ᵀ * hybridMatrix s v = 1 :=
    mul_eq_one_comm.mp ((isHybridSet_iff s v).mp h)
  have h0 := congrFun (congrFun h' 0) 0
  simpa [hybridMatrix, Matrix.mul_apply, pow_two] using h0
```

An incomplete set can violate the sum rule: p₁ and p₂ alone are orthonormal, yet their s characters sum to 0.

## Distinct hybrids, neither a pure s orbital

Normalisation, the case i = j, gives

‖v_i‖² = 1 − s_i².

```lean
/-- In a full set of orthonormal hybrids, the p character `‖v i‖ ^ 2` of each hybrid is one minus
its s character `s i ^ 2`. -/
theorem p_character {s : Fin (n + 1) → ℝ} {v : Fin (n + 1) → EuclideanSpace ℝ (Fin n)}
    (h : IsHybridSet s v) (i : Fin (n + 1)) : ‖v i‖ ^ 2 = 1 - s i ^ 2 := by
  have hi := h i i
  rw [if_pos rfl, real_inner_self_eq_norm_sq] at hi
  linear_combination hi
```

The bound |s_i| < 1 says that hybrid i has some p character. Then ‖v_i‖ > 0 and v_i has a direction. For i ≠ j, orthogonality gives ⟨v_i, v_j⟩ = −s_i s_j, and division by the norms yields

cos θ_ij = −s_i s_j / √((1 − s_i²)(1 − s_j²)).

In the proof, `nonzero` uses the bounds, `hin` is the orthogonality step, and `p_character` turns the denominator into the product of norms.

```lean
/-- Coulson's theorem: two different hybrids of a full orthonormal set, neither a pure s orbital,
have nonzero p vectors, and their s coefficients fix the angle between these vectors. -/
theorem coulson_angle {s : Fin (n + 1) → ℝ} {v : Fin (n + 1) → EuclideanSpace ℝ (Fin n)}
    (h : IsHybridSet s v) {i j : Fin (n + 1)} (hij : i ≠ j) (hi : |s i| < 1) (hj : |s j| < 1) :
    v i ≠ 0 ∧ v j ≠ 0 ∧
      Real.cos (angle (v i) (v j))
        = -(s i * s j) / √((1 - s i ^ 2) * (1 - s j ^ 2)) := by
  have nonzero : ∀ k, |s k| < 1 → v k ≠ 0 := by
    intro k hk h0
    have h1 := p_character h k
    have h2 := (sq_lt_one_iff_abs_lt_one (s k)).mpr hk
    rw [h0, norm_zero] at h1
    linarith
  refine ⟨nonzero i hi, nonzero j hj, ?_⟩
  -- orthogonality gives the numerator, normalisation the denominator
  have ho := h i j
  rw [if_neg hij] at ho
  have hin : inner ℝ (v i) (v j) = -(s i * s j) := by linarith
  rw [← p_character h i, ← p_character h j, ← mul_pow, Real.sqrt_sq (by positivity),
    ← hin, InnerProductGeometry.cos_angle]
```

For the unmixed pair φ, p₁ the first p vector is zero and there is no angle. Lean's conventions would still make both sides of the cosine equation 0, so it is the claims `v i ≠ 0` and `v j ≠ 0` that need the bounds. If i = j is allowed, the true cosine is 1, but the formula gives a value that is never positive.

## Some s orbital in both hybrids

Let λ_i = ‖v_i‖/s_i, the p-to-s amplitude ratio, which requires s_i ≠ 0. Dividing s_i s_j + ‖v_i‖‖v_j‖ cos θ_ij = 0 by s_i s_j gives

1 + λ_i λ_j cos θ_ij = 0.

The equation `e` in the proof is this division. A pure p orbital has no such ratio.

```lean
/-- Coulson's relation in terms of mixing ratios, for two different hybrids of a full orthonormal
set that both contain some s orbital. -/
theorem coulson_mixingRatio {s : Fin (n + 1) → ℝ}
    {v : Fin (n + 1) → EuclideanSpace ℝ (Fin n)}
    (h : IsHybridSet s v) {i j : Fin (n + 1)} (hij : i ≠ j) (hi : s i ≠ 0) (hj : s j ≠ 0) :
    1 + mixingRatio (s i) (v i) * mixingRatio (s j) (v j) * Real.cos (angle (v i) (v j)) = 0 := by
  have ho := h i j
  rw [if_neg hij, ← InnerProductGeometry.cos_angle_mul_norm_mul_norm] at ho
  have e : 1 + mixingRatio (s i) (v i) * mixingRatio (s j) (v j) * Real.cos (angle (v i) (v j))
      = (s i * s j + Real.cos (angle (v i) (v j)) * (‖v i‖ * ‖v j‖)) / (s i * s j) := by
    unfold mixingRatio
    field_simp
  rw [e, ho, zero_div]
```

## Equal s coefficients

Equivalent hybrids share one coefficient a. The sum rule gives a² = 1/(n + 1), hence

cos θ_ij = −a²/(1 − a²) = −1/n.

The proof obtains n ≥ 1 from the existence of two distinct indices.

```lean
/-- If all hybrids of a full orthonormal set have the same s coefficient, the cosine of the angle
between any two of their p vectors is `-1/n`, where `n` is the number of p orbitals. -/
theorem equivalent_hybrids_angle {s : Fin (n + 1) → ℝ}
    {v : Fin (n + 1) → EuclideanSpace ℝ (Fin n)} (h : IsHybridSet s v) {a : ℝ}
    (hs : ∀ i, s i = a) {i j : Fin (n + 1)} (hij : i ≠ j) :
    Real.cos (angle (v i) (v j)) = -1 / (n : ℝ) := by
  have hn : 1 ≤ n := by
    have h1 := i.isLt
    have h2 := j.isLt
    have h3 : (i : ℕ) ≠ j := fun e => hij (Fin.ext e)
    omega
  have hn' : (1 : ℝ) ≤ n := by exact_mod_cast hn
  -- the sum rule fixes the common s character
  have hsum : ((n : ℝ) + 1) * a ^ 2 = 1 := by
    have h1 := sum_s_character h
    simpa [hs] using h1
  have ha : a ^ 2 < 1 := by nlinarith
  have ha' : |a| < 1 := (sq_lt_one_iff_abs_lt_one a).mp ha
  have hc := (coulson_angle h hij (by rw [hs]; exact ha') (by rw [hs]; exact ha')).2.2
  rw [hs i, hs j, Real.sqrt_mul_self (by linarith)] at hc
  rw [hc, div_eq_div_iff (by linarith) (by linarith)]
  linear_combination (-1 : ℝ) * hsum
```

Without equality the value can change: for n = 2 and s = (0, 1/√2, 1/√2), the last two hybrids have cosine −1, not −1/2.

## Squares that sum to one

Conversely, suppose only that Σ_i s_i² = 1. The column (s_0, …, s_n) is then a unit vector. Extend it to an orthonormal basis, and use the other basis vectors as the p columns of M. Then Mᵀ M = 1, so M Mᵀ = 1 and the rows are orthonormal hybrids. By the sum rule, no other s coefficients are possible.

```lean
/-- Any s coefficients whose squares sum to one belong to some set of orthonormal hybrids. -/
theorem exists_hybrids (s : Fin (n + 1) → ℝ) (hs : ∑ i, s i ^ 2 = 1) :
    ∃ v : Fin (n + 1) → EuclideanSpace ℝ (Fin n), IsHybridSet s v := by
  let u : EuclideanSpace ℝ (Fin (n + 1)) := WithLp.toLp 2 s
  have hu : ‖u‖ = 1 := by
    rw [EuclideanSpace.norm_eq]
    simp [u, hs]
  have ho : Orthonormal ℝ (({0} : Set (Fin (n + 1))).domRestrict (fun _ => u)) := by
    constructor
    · intro i
      exact hu
    · intro i j hij
      exact absurd (Subsingleton.elim i j) hij
  -- extend the column of s coefficients to an orthonormal basis of columns
  obtain ⟨b, hb⟩ := ho.exists_orthonormalBasis_extension_of_card_eq (by simp)
  have hb0 : b 0 = u := hb 0 (Set.mem_singleton 0)
  refine ⟨fun i => WithLp.toLp 2 (fun k => b k.succ i), (isHybridSet_iff _ _).mpr ?_⟩
  have hM : hybridMatrix s (fun i => WithLp.toLp 2 (fun k : Fin n => b k.succ i))
      = Matrix.of (fun i j => b j i) := by
    ext i j
    refine Fin.cases ?_ (fun k => ?_) j
    · simp [hybridMatrix, hb0, u]
    · simp [hybridMatrix]
  rw [hM]
  apply mul_eq_one_comm.mp
  ext i j
  have hij := orthonormal_iff_ite.mp b.orthonormal i j
  rw [Matrix.one_apply, ← hij, PiLp.inner_apply, Matrix.mul_apply]
  simp [mul_comm]
```

For sp³, take s_i = 1/2 and p vectors towards alternate cube corners. Each squared norm is 3/4 and each mutual inner product is −1/4, so the overlaps are 1/4 + 3/4 = 1 and 1/4 − 1/4 = 0. The proof checks all sixteen pairs.

```lean
/-- Four p vectors pointing to alternate corners of a cube. -/
def tetraP : Fin 4 → EuclideanSpace ℝ (Fin 3) :=
  ![!₂[1/2, 1/2, 1/2], !₂[1/2, -1/2, -1/2], !₂[-1/2, 1/2, -1/2], !₂[-1/2, -1/2, 1/2]]

/-- The four hybrids with s coefficient `1/2` and p vectors `tetraP` are orthonormal. -/
theorem isHybridSet_witness : IsHybridSet (fun _ => 1/2) tetraP := by
  intro i j
  fin_cases i <;> fin_cases j <;>
    simp [tetraP, PiLp.inner_apply, EuclideanSpace.norm_sq_eq, Fin.sum_univ_succ] <;> norm_num

end

end CoulsonHybrids
```

In electronic-structure analysis the theorem converts s character into angles between hybrids, for real orthonormal hybrids built from one s orbital and one p shell on the same centre. This takes the sign of each hybrid to be chosen so that its s coefficient is not negative; reversing the sign of one hybrid reverses its p vector and turns θ into 180° − θ. The angles are the bond angles if the hybrids point along the bonds, which the theorem does not guarantee, and no energy enters to select the s coefficients.

```lean
#print axioms CoulsonHybrids.coulson_angle
#print axioms CoulsonHybrids.coulson_mixingRatio
#print axioms CoulsonHybrids.equivalent_hybrids_angle
#print axioms CoulsonHybrids.exists_hybrids
```

```
'CoulsonHybrids.coulson_angle' depends on axioms: [propext, Classical.choice, Quot.sound]
'CoulsonHybrids.coulson_mixingRatio' depends on axioms: [propext, Classical.choice, Quot.sound]
'CoulsonHybrids.equivalent_hybrids_angle' depends on axioms: [propext, Classical.choice, Quot.sound]
'CoulsonHybrids.exists_hybrids' depends on axioms: [propext, Classical.choice, Quot.sound]
```
